# Two stable hexagonal stiffness tensors with the same wave speeds in every direction

The hexagonal stiffness tensors with \(C_{11}=C_{33}=10\), \(C_{12}=0\), \(C_{44}=1\) and either \(C_{13}=0\) or \(C_{13}=-2\) are different, and both are positive definite on symmetric strains. Yet at any common density they have the same plane-wave speeds in every direction. The numbers are in one common unit of stress and were chosen for simple arithmetic, not taken from a material.

In homogeneous, lossless linear elasticity, a fit of elastic constants to bulk sound speeds alone, measured or taken from the slopes of acoustic phonon branches, can therefore leave two stable candidates.

## Tensor, energy and stress

```lean
import Mathlib

open Matrix

namespace WaveSpeedInversion

noncomputable section
```

A stiffness is a real array \(C_{ijkl}\). Cartesian indices run over 0, 1, 2, as in the code, with the hexagonal axis along 2; the elastic constants keep their usual Voigt names \(C_{11},\dots,C_{66}\).

```lean
/-- A fourth-rank stiffness tensor `C i j k l` in three dimensions. -/
abbrev Stiffness := Fin 3 → Fin 3 → Fin 3 → Fin 3 → ℝ
```

Voigt notation numbers the symmetric index pairs. Counted from zero, 00, 11, 22, 12, 02, 01 become 0 to 5.

```lean
/-- The Voigt numbering, counted from zero: the index pairs 00, 11, 22, 12, 02, 01 become 0 to 5. -/
def voigtIndex : Matrix (Fin 3) (Fin 3) (Fin 6) :=
  !![0, 5, 4; 5, 1, 3; 4, 3, 2]
```

Hexagonal symmetry leaves five independent constants, because isotropy in the basal plane fixes \(C_{66}=(C_{11}-C_{12})/2\).

```lean
/-- The hexagonal Voigt matrix with its axis along the third direction. -/
def hexVoigt (c11 c12 c13 c33 c44 : ℝ) : Matrix (Fin 6) (Fin 6) ℝ :=
  !![c11, c12, c13, 0, 0, 0;
     c12, c11, c13, 0, 0, 0;
     c13, c13, c33, 0, 0, 0;
     0, 0, 0, c44, 0, 0;
     0, 0, 0, 0, c44, 0;
     0, 0, 0, 0, 0, (c11 - c12) / 2]
```

Reading this matrix through the pair numbering gives the tensor, with its index symmetries built in.

```lean
/-- The hexagonal stiffness tensor with the given five elastic constants. -/
def hexStiffness (c11 c12 c13 c33 c44 : ℝ) : Stiffness := fun i j k l =>
  hexVoigt c11 c12 c13 c33 c44 (voigtIndex i j) (voigtIndex k l)
```

For a strain \(e\), the energy density is
\[
U(e)=\tfrac12\sum_{ijkl}C_{ijkl}\,e_{ij}e_{kl}.
\]
The strains here are tensor components, not engineering shears.

```lean
/-- The elastic energy density of a strain `e`. -/
def energy (C : Stiffness) (e : Matrix (Fin 3) (Fin 3) ℝ) : ℝ :=
  1 / 2 * ∑ i, ∑ j, ∑ k, ∑ l, C i j k l * e i j * e k l
```

Stability means \(U(e)>0\) for every nonzero symmetric \(e\). Antisymmetric parts are excluded because they describe rotations, which cost no energy.

```lean
/-- Every nonzero symmetric strain costs positive elastic energy. -/
def IsStable (C : Stiffness) : Prop :=
  ∀ e : Matrix (Fin 3) (Fin 3) ℝ, e.IsSymm → e ≠ 0 → 0 < energy C e
```

Hooke's law reads \(\sigma_{ij}=\sum_{kl}C_{ijkl}e_{kl}\).

```lean
/-- The stress given by Hooke's law for a strain `e`. -/
def stress (C : Stiffness) (e : Matrix (Fin 3) (Fin 3) ℝ) : Matrix (Fin 3) (Fin 3) ℝ :=
  Matrix.of fun i j => ∑ k, ∑ l, C i j k l * e k l
```

## Plane waves

Put a plane wave with polarization \(u\), unit direction \(n\) and speed \(v\) into \(\rho\,\ddot u_i=\sum_{jkl}C_{ijkl}\,\partial_j\partial_l u_k\). The result is \(\Gamma u=\rho v^2u\), with
\[
\Gamma_{ik}=\sum_{jl}C_{ijkl}\,n_jn_l .
\]

```lean
/-- The Christoffel matrix for plane waves travelling along `n`. -/
def christoffel (C : Stiffness) (n : Fin 3 → ℝ) : Matrix (Fin 3) (Fin 3) ℝ :=
  Matrix.of fun i k => ∑ j, ∑ l, C i j k l * n j * n l
```

`IsWaveSpeed` takes this equation as the definition of an allowed speed. It accepts any vector \(n\) and any real \(\rho\) and \(v\); the physical reading needs \(|n|=1\), \(\rho>0\) and \(v\ge0\).

```lean
/-- At density `ρ`, some nonzero polarization `u` solves the Christoffel equation
along `n` with speed `v`. -/
def IsWaveSpeed (ρ : ℝ) (C : Stiffness) (n : Fin 3 → ℝ) (v : ℝ) : Prop :=
  ∃ u : Fin 3 → ℝ, u ≠ 0 ∧ christoffel C n *ᵥ u = (ρ * v ^ 2) • u
```

The comparison of the two crystals uses the mirror \(M=\mathrm{diag}(1,1,-1)\).

```lean
/-- The mirror reflection that reverses the hexagonal axis. -/
def mirror : Matrix (Fin 3) (Fin 3) ℝ := !![1, 0, 0; 0, 1, 0; 0, 0, -1]
```

## Where \(C_{13}\) enters

Few terms survive in each sum. For example,
\[
\Gamma_{02}=C_{0022}\,n_0n_2+C_{0220}\,n_2n_0=(C_{13}+C_{44})\,n_0n_2,
\]
\[
\Gamma_{01}=(C_{12}+C_{66})\,n_0n_1=\tfrac12(C_{11}+C_{12})\,n_0n_1 .
\]
Likewise \(\Gamma_{12}=(C_{13}+C_{44})\,n_1n_2\), and the diagonal entries are
\[
\begin{aligned}
\Gamma_{00}&=C_{11}n_0^2+C_{66}n_1^2+C_{44}n_2^2,\\
\Gamma_{11}&=C_{66}n_0^2+C_{11}n_1^2+C_{44}n_2^2,\\
\Gamma_{22}&=C_{44}(n_0^2+n_1^2)+C_{33}n_2^2 .
\end{aligned}
\]
So \(C_{13}\) appears only in the sum \(C_{13}+C_{44}\). Lean checks the nine entries one by one.

```lean
/-- The Christoffel matrix of a hexagonal crystal, written out in its elastic constants. -/
theorem christoffel_hex (c11 c12 c13 c33 c44 : ℝ) (n : Fin 3 → ℝ) :
    christoffel (hexStiffness c11 c12 c13 c33 c44) n =
      !![c11 * n 0 ^ 2 + (c11 - c12) / 2 * n 1 ^ 2 + c44 * n 2 ^ 2,
          (c11 + c12) / 2 * n 0 * n 1, (c13 + c44) * n 0 * n 2;
         (c11 + c12) / 2 * n 0 * n 1,
          (c11 - c12) / 2 * n 0 ^ 2 + c11 * n 1 ^ 2 + c44 * n 2 ^ 2,
          (c13 + c44) * n 1 * n 2;
         (c13 + c44) * n 0 * n 2, (c13 + c44) * n 1 * n 2,
          c44 * (n 0 ^ 2 + n 1 ^ 2) + c33 * n 2 ^ 2] := by
  ext i j
  fin_cases i <;> fin_cases j <;>
    simp [christoffel, hexStiffness, hexVoigt, voigtIndex, Fin.sum_univ_three] <;> ring
```

## A sign that the spectrum does not see

Replace \(C_{13}\) by \(-C_{13}-2C_{44}\). Then \(C_{13}+C_{44}\) changes sign, and with it \(\Gamma_{02}\) and \(\Gamma_{12}\). Conjugation by \(M\) does exactly this, so the new matrix is \(\Gamma'=M\Gamma M\). Since \(M^2=1\), and \(AB\) and \(BA\) have the same characteristic polynomial, \(\Gamma'\) and \(\Gamma\) share theirs. In the proof, `hconj` is the conjugation and `hsq` is \(M^2=1\).

The polarizations can change in oblique directions: if \(u\) belongs to \(\Gamma\), then \(Mu\) belongs to \(\Gamma'\). Polarization data can thus carry information that the speeds lack.

```lean
/-- Replacing `C13` by `-C13 - 2 C44` leaves the characteristic polynomial of the
Christoffel matrix unchanged in every direction. -/
theorem charpoly_partner (c11 c12 c13 c33 c44 : ℝ) (n : Fin 3 → ℝ) :
    (christoffel (hexStiffness c11 c12 (-c13 - 2 * c44) c33 c44) n).charpoly =
      (christoffel (hexStiffness c11 c12 c13 c33 c44) n).charpoly := by
  -- the two Christoffel matrices are mirror images of each other
  have hconj : christoffel (hexStiffness c11 c12 (-c13 - 2 * c44) c33 c44) n =
      mirror * christoffel (hexStiffness c11 c12 c13 c33 c44) n * mirror := by
    have hs : -c13 - 2 * c44 + c44 = -(c13 + c44) := by ring
    rw [christoffel_hex, christoffel_hex, hs]
    ext i j
    fin_cases i <;> fin_cases j <;>
      simp [mirror, Matrix.mul_apply, Fin.sum_univ_three] <;> ring
  have hsq : mirror * mirror = 1 := by
    ext i j
    fin_cases i <;> fin_cases j <;> simp [mirror, Matrix.mul_apply, Fin.sum_univ_three]
  rw [hconj, Matrix.charpoly_mul_comm, ← mul_assoc, hsq, one_mul]
```

With the other four constants fixed, this is the only ambiguity in the characteristic polynomials. Take \(n=(3/5,0,4/5)\) and set
\[
a=\frac{9C_{66}+16C_{44}}{25},\quad
b=\frac{9C_{11}+16C_{44}}{25},\quad
d=\frac{9C_{44}+16C_{33}}{25}.
\]
Component 1 decouples, and
\[
\det(\lambda-\Gamma)=(\lambda-a)\Bigl[(\lambda-b)(\lambda-d)-\tfrac{144}{625}(C_{13}+C_{44})^2\Bigr].
\]
At \(\lambda=a+1\) the first factor is 1. Equal polynomials for \(C_{13}\) and \(C_{13}'\) therefore give \((C_{13}'+C_{44})^2=(C_{13}+C_{44})^2\), that is,
\[
(C_{13}'-C_{13})(C_{13}'+C_{13}+2C_{44})=0 .
\]
The two solutions coincide when \(C_{13}=-C_{44}\). In Lean, `key` is the evaluated determinant and `h2` the factored equation.

```lean
/-- With the other four constants fixed, two hexagonal crystals have equal Christoffel
characteristic polynomials in all unit directions exactly when their `C13` agree or
are related by `C13' = -C13 - 2 C44`. -/
theorem charpoly_eq_iff (c11 c12 c13 c13' c33 c44 : ℝ) :
    (∀ n : Fin 3 → ℝ, n ⬝ᵥ n = 1 →
      (christoffel (hexStiffness c11 c12 c13' c33 c44) n).charpoly =
        (christoffel (hexStiffness c11 c12 c13 c33 c44) n).charpoly) ↔
      c13' = c13 ∨ c13' = -c13 - 2 * c44 := by
  constructor
  · intro h
    -- one oblique direction, and one value of the spectral variable, are enough
    have key : ∀ s : ℝ, (christoffel (hexStiffness c11 c12 s c33 c44)
        ![3 / 5, 0, 4 / 5]).charpoly.eval
          ((9 * ((c11 - c12) / 2) + 16 * c44) / 25 + 1) =
        ((9 * ((c11 - c12) / 2) + 16 * c44) / 25 + 1 - (9 * c11 + 16 * c44) / 25) *
        ((9 * ((c11 - c12) / 2) + 16 * c44) / 25 + 1 - (9 * c44 + 16 * c33) / 25)
          - 144 / 625 * (s + c44) ^ 2 := by
      intro s
      rw [Matrix.eval_charpoly, christoffel_hex, Matrix.det_fin_three]
      simp [Matrix.scalar_apply]
      ring
    have hn : (![3 / 5, 0, 4 / 5] : Fin 3 → ℝ) ⬝ᵥ ![3 / 5, 0, 4 / 5] = 1 := by
      simp only [dotProduct, Fin.sum_univ_three]
      change (3 / 5 : ℝ) * (3 / 5) + 0 * 0 + 4 / 5 * (4 / 5) = 1
      norm_num
    have h0 := h ![3 / 5, 0, 4 / 5] hn
    have h1 := key c13'
    rw [h0, key c13] at h1
    have h2 : (c13' - c13) * (c13' + c13 + 2 * c44) = 0 := by
      linear_combination (625 / 144) * h1
    rcases mul_eq_zero.mp h2 with h3 | h3
    · left; linarith
    · right; linarith
  · rintro (h | h) n _
    · rw [h]
    · rw [h, charpoly_partner]
```

## From polynomials to speeds

A nonzero \(u\) with \((\rho v^2-\Gamma)u=0\) exists exactly when \(\det(\rho v^2-\Gamma)=0\). The allowed speeds are thus fixed by the roots of the characteristic polynomial, for any stiffness tensor.

```lean
/-- A speed `v` is allowed along `n` exactly when `ρ v²` is a root of the characteristic
polynomial of the Christoffel matrix. -/
theorem isWaveSpeed_iff (ρ : ℝ) (C : Stiffness) (n : Fin 3 → ℝ) (v : ℝ) :
    IsWaveSpeed ρ C n v ↔ (christoffel C n).charpoly.eval (ρ * v ^ 2) = 0 := by
  have key : ∀ u : Fin 3 → ℝ,
      (Matrix.scalar (Fin 3) (ρ * v ^ 2) - christoffel C n) *ᵥ u =
        (ρ * v ^ 2) • u - christoffel C n *ᵥ u := by
    intro u
    rw [Matrix.sub_mulVec]
    congr 1
    ext i
    simp [Matrix.scalar_apply, Matrix.mulVec_diagonal]
  rw [Matrix.eval_charpoly, ← Matrix.exists_mulVec_eq_zero_iff]
  constructor
  · rintro ⟨u, hu, h⟩
    exact ⟨u, hu, by rw [key, h, sub_self]⟩
  · rintro ⟨u, hu, h⟩
    rw [key] at h
    exact ⟨u, hu, (sub_eq_zero.mp h).symm⟩
```

## Both crystals are stable

For symmetric \(e\), collecting equal terms in the energy gives
\[
\begin{aligned}
U={}&\tfrac12\bigl[C_{11}(e_{00}^2+e_{11}^2)+C_{33}e_{22}^2\bigr]+C_{12}e_{00}e_{11}+C_{13}(e_{00}+e_{11})e_{22}\\
&+2C_{44}(e_{12}^2+e_{02}^2)+(C_{11}-C_{12})e_{01}^2 .
\end{aligned}
\]

```lean
/-- The elastic energy density of a hexagonal crystal under a symmetric strain. -/
theorem energy_hex (c11 c12 c13 c33 c44 : ℝ) (e : Matrix (Fin 3) (Fin 3) ℝ)
    (he : e.IsSymm) :
    energy (hexStiffness c11 c12 c13 c33 c44) e =
      1 / 2 * (c11 * (e 0 0 ^ 2 + e 1 1 ^ 2) + c33 * e 2 2 ^ 2)
        + c12 * e 0 0 * e 1 1 + c13 * (e 0 0 + e 1 1) * e 2 2
        + 2 * c44 * (e 1 2 ^ 2 + e 0 2 ^ 2) + (c11 - c12) * e 0 1 ^ 2 := by
  have h10 : e 1 0 = e 0 1 := he.apply 0 1
  have h20 : e 2 0 = e 0 2 := he.apply 0 2
  have h21 : e 2 1 = e 1 2 := he.apply 1 2
  simp [energy, hexStiffness, hexVoigt, voigtIndex, Fin.sum_univ_three, h10, h20, h21]
  ring
```

Insert the chosen constants and write \(s=C_{13}\) with \(-2\le s\le0\). Only the coupling term can be negative, and completing squares gives
\[
\begin{aligned}
s(e_{00}+e_{11})e_{22}={}&-\tfrac s2\bigl[(e_{00}-e_{22})^2+(e_{11}-e_{22})^2\bigr]+\tfrac s2\,(e_{00}^2+e_{11}^2+2e_{22}^2)\\
\ge{}&-(e_{00}^2+e_{11}^2+2e_{22}^2).
\end{aligned}
\]
Hence
\[
U\ge4e_{00}^2+4e_{11}^2+3e_{22}^2+2(e_{12}^2+e_{02}^2)+10e_{01}^2\ge\sum_{ij}e_{ij}^2>0 .
\]
The terms `q1` and `q2` are the completed squares, `q3` uses \(s\ge-2\), and `hpos` is the last inequality; `nlinarith` combines them.

```lean
/-- The hexagonal crystal with `C11 = C33 = 10`, `C12 = 0`, `C44 = 1` is positive definite
on symmetric strains whenever `-2 ≤ C13 ≤ 0`. -/
theorem stable_of_mem (s : ℝ) (h1 : -2 ≤ s) (h2 : s ≤ 0) :
    IsStable (hexStiffness 10 0 s 10 1) := by
  intro e he hne
  have hex : ∃ i j, e i j ≠ 0 := by
    by_contra h
    apply hne
    ext i j
    by_contra hij
    exact h ⟨i, j, hij⟩
  obtain ⟨i, j, hij⟩ := hex
  have hpos : 0 < ∑ i, ∑ j, e i j ^ 2 :=
    Finset.sum_pos' (fun a _ => Finset.sum_nonneg fun b _ => sq_nonneg (e a b))
      ⟨i, Finset.mem_univ i, Finset.sum_pos' (fun b _ => sq_nonneg (e i b))
        ⟨j, Finset.mem_univ j, by positivity⟩⟩
  have h10 : e 1 0 = e 0 1 := he.apply 0 1
  have h20 : e 2 0 = e 0 2 := he.apply 0 2
  have h21 : e 2 1 = e 1 2 := he.apply 1 2
  simp only [Fin.sum_univ_three, h10, h20, h21] at hpos
  rw [energy_hex _ _ _ _ _ e he]
  -- the coupling term is controlled by completing squares
  have q1 := mul_nonneg (neg_nonneg.mpr h2) (sq_nonneg (e 0 0 - e 2 2))
  have q2 := mul_nonneg (neg_nonneg.mpr h2) (sq_nonneg (e 1 1 - e 2 2))
  have q3 : 0 ≤ (s + 2) * (e 0 0 ^ 2 + e 1 1 ^ 2 + 2 * e 2 2 ^ 2) :=
    mul_nonneg (by linarith) (by positivity)
  nlinarith [q1, q2, q3, hpos, sq_nonneg (e 0 0), sq_nonneg (e 1 1), sq_nonneg (e 2 2),
    sq_nonneg (e 0 1), sq_nonneg (e 0 2), sq_nonneg (e 1 2)]
```

## A static strain tells them apart

Stretch the crystal along its axis by \(\varepsilon\) and hold its lateral dimensions fixed. The only nonzero strain is \(e_{22}=\varepsilon\), so \(\sigma_{00}=C_{0022}\,\varepsilon=C_{13}\varepsilon\).

```lean
/-- A pure axial strain `ε` of a hexagonal crystal produces the lateral stress `C13 ε`. -/
theorem lateral_stress (c11 c12 c13 c33 c44 ε : ℝ) :
    stress (hexStiffness c11 c12 c13 c33 c44) !![0, 0, 0; 0, 0, 0; 0, 0, ε] 0 0 =
      c13 * ε := by
  simp [stress, hexStiffness, hexVoigt, voigtIndex, Fin.sum_univ_three]
```

This stress is 0 for one crystal and \(-2\varepsilon\) for the other, so the tensors differ. Their \(C_{13}\) values are partners, since \(-0-2\cdot1=-2\), which makes their characteristic polynomials equal for every \(n\). The polynomials fix the speeds, and both values of \(C_{13}\) lie in the stable interval. The theorem joins these statements.

```lean
/-- The hexagonal tensors with `C11 = C33 = 10`, `C12 = 0`, `C44 = 1` and `C13 = 0` or `-2`
are different and both positive definite on symmetric strains, yet in every direction they
have equal Christoffel characteristic polynomials and, at any density, the same wave speeds. -/
theorem wave_speeds_do_not_determine_stiffness :
    IsStable (hexStiffness 10 0 0 10 1) ∧ IsStable (hexStiffness 10 0 (-2) 10 1) ∧
    hexStiffness 10 0 0 10 1 ≠ hexStiffness 10 0 (-2) 10 1 ∧
    (∀ n, (christoffel (hexStiffness 10 0 0 10 1) n).charpoly =
      (christoffel (hexStiffness 10 0 (-2) 10 1) n).charpoly) ∧
    (∀ ρ n v, IsWaveSpeed ρ (hexStiffness 10 0 0 10 1) n v ↔
      IsWaveSpeed ρ (hexStiffness 10 0 (-2) 10 1) n v) := by
  have hchar : ∀ n, (christoffel (hexStiffness 10 0 0 10 1) n).charpoly =
      (christoffel (hexStiffness 10 0 (-2) 10 1) n).charpoly := by
    intro n
    have h := charpoly_partner 10 0 0 10 1 n
    have hs : (-0 - 2 * 1 : ℝ) = -2 := by norm_num
    rw [hs] at h
    exact h.symm
  refine ⟨stable_of_mem 0 (by norm_num) le_rfl, stable_of_mem (-2) le_rfl (by norm_num),
    ?_, hchar, ?_⟩
  · -- the lateral stress under axial strain tells the two crystals apart
    intro h
    have h1 := lateral_stress 10 0 0 10 1 1
    rw [h, lateral_stress] at h1
    norm_num at h1
  · intro ρ n v
    rw [isWaveSpeed_iff, isWaveSpeed_iff, hchar]

end

end WaveSpeedInversion
```

```lean
#print axioms WaveSpeedInversion.charpoly_eq_iff
#print axioms WaveSpeedInversion.wave_speeds_do_not_determine_stiffness
```

```
'WaveSpeedInversion.charpoly_eq_iff' depends on axioms: [propext, Classical.choice, Quot.sound]
'WaveSpeedInversion.wave_speeds_do_not_determine_stiffness' depends on axioms: [propext, Classical.choice, Quot.sound]
```
